# The Hill relation for finite Markov chains: steady-state flux into the sink is the inverse mean first-passage time

A chemical reaction with a high barrier may happen only after a wait far longer than any trajectory one can afford to simulate. Suppose that each trajectory reaching the product is restarted at once in the reactant state. The ensemble can then settle into a steady state with a constant flux into the product. What does this flux say about the mean waiting time?

For a Markov chain with finitely many states outside the product, from each of which the product can be reached, the fraction of the ensemble that enters the product per step in the steady state and the mean waiting time in steps after a restart are exact reciprocals. In molecular dynamics the relation is also applied to continuous configuration space; the theorem here concerns discrete time and a finite state space.

## The chain, its exits and its clock

Let `n` be the finite set of states outside the product, which we call the sink. All matrices and vectors below are real and indexed by `n`.

```lean
import Mathlib

open Matrix

namespace HillRelation

noncomputable section

variable {n : Type*} [Fintype n] [DecidableEq n]
```

Let \(Q_{ij}\) be the probability of stepping from state \(i\) to state \(j\) without entering the sink. Writing \(\mathbf 1\) for the vector of ones, the probability of entering the sink in the next step is

\[ r = \mathbf 1 - Q\mathbf 1 . \]

```lean
/-- Probability of stepping into the sink from each non-sink state. -/
def exitProb (Q : Matrix n n ℝ) : n → ℝ := 1 - Q *ᵥ 1
```

The entry \((Q^k)_{ij}\) is the probability of being at \(j\) after \(k\) steps without having entered the sink. Summing over \(j\) gives the survival probability \(S_k = Q^k\mathbf 1\), one component for each starting state.

```lean
/-- Probability of not having reached the sink after `k` steps, for each starting state. -/
def survival (Q : Matrix n n ℝ) (k : ℕ) : n → ℝ := (Q ^ k) *ᵥ 1
```

The mean first-passage time, in steps, is the sum of the survival probabilities:

\[ m_i = \sum_{k\ge 0} (S_k)_i . \]

```lean
/-- Mean first-passage time to the sink, as the sum of the survival probabilities. -/
def mfpt (Q : Matrix n n ℝ) : n → ℝ := fun i => ∑' k, survival Q k i
```

The same series without the sum over final states gives the expected number of visits to \(j\) from \(i\), with the initial position counted as a visit:

\[ G_{ij} = \sum_{k\ge 0} (Q^k)_{ij} . \]

```lean
/-- Expected number of visits to state `j` before absorption, starting from state `i`. -/
def occupation (Q : Matrix n n ℝ) : Matrix n n ℝ := Matrix.of fun i j => ∑' k, (Q ^ k) i j
```

These series must converge. For a substochastic \(Q\) (nonnegative entries and row sums at most one), this means physically that the sink can be reached from every state, so no trajectory is trapped forever. The condition enters as the hypothesis `Absorbing`; without it, Lean would assign a divergent sum the value zero.

```lean
/-- The series of powers of `Q` converges entry by entry. -/
def Absorbing (Q : Matrix n n ℝ) : Prop := ∀ i j, Summable fun k : ℕ => (Q ^ k) i j
```

## Recycling at the source

Let \(\rho\) be the source distribution from which trajectories restart. Entering the sink and restarting happen within one time step, so the sink holds no population. The recycled transition matrix is

\[ K = Q + r\rho^{T}, \qquad K_{ij} = Q_{ij} + r_i\rho_j . \]

```lean
/-- The recycled chain: a trajectory entering the sink is restarted at once from `ρ`. -/
def recycled (Q : Matrix n n ℝ) (ρ : n → ℝ) : Matrix n n ℝ :=
  Q + Matrix.vecMulVec (exitProb Q) ρ
```

A steady state is a row vector \(p\) with \(p_i\ge 0\), \(\sum_i p_i = 1\) and \(pK = p\). In the code, `ᵥ*` multiplies a matrix by a row vector from the left, `*ᵥ` by a column vector from the right, and `⬝ᵥ` is the dot product.

```lean
/-- A probability vector that is stationary under the recycled chain. -/
def IsSteadyState (Q : Matrix n n ℝ) (ρ p : n → ℝ) : Prop :=
  (∀ i, 0 ≤ p i) ∧ ∑ i, p i = 1 ∧ p ᵥ* recycled Q ρ = p
```

If \(Q\) has nonnegative entries and row sums at most one, then \(r_i\ge 0\). If \(\rho\) is a probability vector as well, \(K\) has nonnegative entries, and

\[ \sum_j K_{ij} = \sum_j Q_{ij} + r_i\sum_j\rho_j = (1-r_i)+r_i = 1 . \]

Recycling therefore conserves probability. The proof treats the signs and the row sums separately.

```lean
omit [DecidableEq n] in
/-- For substochastic `Q` and a source distribution `ρ`, the recycled chain has
nonnegative transition probabilities with row sums one. -/
theorem recycled_stochastic (Q : Matrix n n ℝ) (ρ : n → ℝ) (hQ : ∀ i j, 0 ≤ Q i j)
    (hrow : ∀ i, ∑ j, Q i j ≤ 1) (hρ : ∀ i, 0 ≤ ρ i) (hρ1 : ∑ i, ρ i = 1) :
    (∀ i j, 0 ≤ recycled Q ρ i j) ∧ ∀ i, ∑ j, recycled Q ρ i j = 1 := by
  have hr : ∀ i, exitProb Q i = 1 - ∑ j, Q i j := by
    intro i
    simp [exitProb, Matrix.mulVec, dotProduct]
  constructor
  · intro i j
    have h1 : 0 ≤ exitProb Q i := by
      rw [hr]
      linarith [hrow i]
    exact add_nonneg (hQ i j) (mul_nonneg h1 (hρ j))
  · intro i
    simp only [recycled, Matrix.add_apply, Matrix.vecMulVec_apply]
    rw [Finset.sum_add_distrib, ← Finset.mul_sum, hρ1, hr]
    ring
```

## Why summed survival is a mean time

Let \(T\) be the number of steps a trajectory started in state \(i\) takes to enter the sink. The probability of exit at step \(k+1\) is the survival lost in that step:

\[ (Q^k r)_i = (S_k)_i-(S_{k+1})_i . \]

For a finite horizon \(N\), the mean of \(\min(T,N)\) is then

\[ \sum_{k=0}^{N-1}(k+1)(Q^k r)_i + N(S_N)_i = \sum_{k=0}^{N-1}(S_k)_i . \]

This follows by induction. Going from \(N\) to \(N+1\) changes the left side by

\[ (N+1)\bigl[(S_N)_i-(S_{N+1})_i\bigr]+(N+1)(S_{N+1})_i-N(S_N)_i=(S_N)_i , \]

which is the new term on the right. The code proves the loss formula as `h` and then runs this induction. Letting \(N\to\infty\) gives the usual mean of \(T\); that limit is an argument in prose, while the code defines \(m\) directly by the series.

```lean
/-- Up to any horizon `N`, the summed survival probabilities equal the mean of the exit time
truncated at `N`. -/
theorem truncated_passage_time (Q : Matrix n n ℝ) (i : n) (N : ℕ) :
    ∑ k ∈ Finset.range N, ((k : ℝ) + 1) * ((Q ^ k) *ᵥ exitProb Q) i + N * survival Q N i
      = ∑ k ∈ Finset.range N, survival Q k i := by
  -- the exit probability at step k + 1 is the loss of survival probability
  have h : ∀ k, ((Q ^ k) *ᵥ exitProb Q) i = survival Q k i - survival Q (k + 1) i := by
    intro k
    rw [exitProb, Matrix.mulVec_sub, Matrix.mulVec_mulVec, ← pow_succ]
    rfl
  induction N with
  | zero => simp
  | succ N ih =>
    rw [Finset.sum_range_succ, Finset.sum_range_succ, ← ih, h N]
    push_cast
    ring
```

## Visits before absorption

Separate the initial visit from the later ones, and condition the later ones on the first step:

\[ G_{ij} = \delta_{ij} + \sum_l Q_{il}\sum_{k\ge0}(Q^k)_{lj}, \qquad\text{so}\qquad (1-Q)G = 1 . \]

Here \(1\) is the identity matrix. The proof splits off \(k=0\) with `tsum_eq_zero_add` and exchanges the finite sum over \(l\) with the convergent series.

```lean
/-- The occupation matrix inverts `1 - Q`. -/
theorem one_sub_mul_occupation (Q : Matrix n n ℝ) (hs : Absorbing Q) :
    (1 - Q) * occupation Q = 1 := by
  have h : occupation Q = 1 + Q * occupation Q := by
    ext i j
    -- split off the initial visit, then condition on the first step
    have h1 : ∑' k, (Q ^ (k + 1)) i j = ∑ l, Q i l * ∑' k, (Q ^ k) l j := by
      simp_rw [pow_succ', Matrix.mul_apply]
      rw [Summable.tsum_finsetSum (fun l _ => (hs l j).mul_left (Q i l))]
      simp_rw [tsum_mul_left]
    have h2 := (hs i j).tsum_eq_zero_add
    rw [h1, pow_zero] at h2
    rw [Matrix.add_apply, Matrix.mul_apply]
    exact h2
  rw [sub_mul, one_mul]
  exact sub_eq_iff_eq_add.mpr h
```

Time is spent in one state or another, so the mean passage time is the total number of visits, \(m = G\mathbf 1\). This is again an exchange of a finite sum with a series.

```lean
/-- The mean first-passage time is the total expected number of visits to all states. -/
theorem mfpt_eq_occupation (Q : Matrix n n ℝ) (hs : Absorbing Q) :
    mfpt Q = occupation Q *ᵥ 1 := by
  ext i
  simp only [mfpt, survival, occupation, Matrix.mulVec, dotProduct, Pi.one_apply, mul_one,
    Matrix.of_apply]
  exact Summable.tsum_finsetSum (fun j _ => hs i j)
```

Applying \((1-Q)G=1\) to \(\mathbf 1\) gives \((1-Q)m=\mathbf 1\), or

\[ m = \mathbf 1 + Qm . \]

One step is always taken, and the mean remaining time is added if the trajectory survives. In a calculation with a finite transition matrix, one can solve this linear system instead of summing the series.

```lean
/-- First-step equation: the mean passage time is one step plus the mean time remaining. -/
theorem mfpt_first_step (Q : Matrix n n ℝ) (hs : Absorbing Q) :
    mfpt Q = 1 + Q *ᵥ mfpt Q := by
  have h : (1 - Q) *ᵥ mfpt Q = 1 := by
    rw [mfpt_eq_occupation Q hs, Matrix.mulVec_mulVec, one_sub_mul_occupation Q hs,
      Matrix.one_mulVec]
  rw [Matrix.sub_mulVec, Matrix.one_mulVec] at h
  exact sub_eq_iff_eq_add.mp h
```

## From stationarity to the flux

One step of the recycled chain acts on a row vector as

\[ pK = pQ + (p\cdot r)\,\rho . \]

The number \(p\cdot r\) is the flux: the weight entering the sink per step, all of which reappears at the source.

```lean
omit [DecidableEq n] in
/-- One step of the recycled chain moves the surviving weight by `Q` and reinjects the
flux into the sink at the source. -/
theorem vecMul_recycled (Q : Matrix n n ℝ) (ρ p : n → ℝ) :
    p ᵥ* recycled Q ρ = p ᵥ* Q + (p ⬝ᵥ exitProb Q) • ρ := by
  rw [recycled, Matrix.vecMul_add]
  congr 1
  ext j
  simp only [Matrix.vecMul, dotProduct, Matrix.vecMulVec_apply, Pi.smul_apply, smul_eq_mul,
    Finset.sum_mul, mul_assoc]
```

If \(pK=p\), then \(p(1-Q)=(p\cdot r)\rho\). Multiplying by \(G\) from the right gives

\[ p = p(1-Q)G = (p\cdot r)\,\rho G . \]

The stationary population is the injection rate times the expected visits by trajectories started at the source. The `calc` block follows these equalities.

```lean
/-- A stationary vector of the recycled chain is the flux into the sink times the
expected occupation of the states by trajectories started from the source. -/
theorem stationary_eq_flux_smul (Q : Matrix n n ℝ) (ρ p : n → ℝ) (hs : Absorbing Q)
    (hp : p ᵥ* recycled Q ρ = p) :
    p = (p ⬝ᵥ exitProb Q) • (ρ ᵥ* occupation Q) := by
  have h : p ᵥ* (1 - Q) = (p ⬝ᵥ exitProb Q) • ρ := by
    have h0 := vecMul_recycled Q ρ p
    rw [hp] at h0
    rw [Matrix.vecMul_sub, Matrix.vecMul_one]
    exact sub_eq_of_eq_add' h0
  calc p = p ᵥ* ((1 - Q) * occupation Q) := by
        rw [one_sub_mul_occupation Q hs, Matrix.vecMul_one]
    _ = (p ⬝ᵥ exitProb Q) • (ρ ᵥ* occupation Q) := by
        rw [← Matrix.vecMul_vecMul, h, Matrix.smul_vecMul]
```

Summing the components, with \(\sum_i p_i=1\) and \(G\mathbf 1=m\), gives the Hill relation:

\[ 1 = p\cdot\mathbf 1 = (p\cdot r)(\rho G\mathbf 1) = (p\cdot r)(\rho\cdot m). \]

The theorem `hill_relation` assumes only convergence of the series of powers of \(Q\), normalisation of \(p\) and stationarity. It uses no sign conditions, though these are needed to read the entries as probabilities.

```lean
/-- **Hill relation**: for a normalised stationary vector of the recycled chain, the flux into
the sink times the mean first-passage time from the source equals one. -/
theorem hill_relation (Q : Matrix n n ℝ) (ρ p : n → ℝ) (hs : Absorbing Q)
    (hp1 : ∑ i, p i = 1) (hp : p ᵥ* recycled Q ρ = p) :
    (p ⬝ᵥ exitProb Q) * (ρ ⬝ᵥ mfpt Q) = 1 := by
  have h := stationary_eq_flux_smul Q ρ p hs hp
  calc (p ⬝ᵥ exitProb Q) * (ρ ⬝ᵥ mfpt Q)
      = ((p ⬝ᵥ exitProb Q) • (ρ ᵥ* occupation Q)) ⬝ᵥ 1 := by
        rw [mfpt_eq_occupation Q hs, smul_dotProduct, smul_eq_mul, Matrix.dotProduct_mulVec]
    _ = p ⬝ᵥ 1 := by rw [← h]
    _ = 1 := by simpa [dotProduct] using hp1
```

With a time step \(\tau\), the flux per unit time is \((p\cdot r)/\tau\) and the mean passage time is \(\tau(\rho\cdot m)\); their product is still one. A weighted-ensemble simulation with recycling can thus estimate a mean first-passage time from the weight arriving at the sink. The theorem concerns the stationary flux; weight recorded during an initial transient can bias an estimate from a run of finite length.

The formula for \(p\) also gives a neighbouring result. If each visit to state \(i\) costs \(f_i\), the mean cost accumulated before absorption is \(\rho Gf=(p\cdot f)/(p\cdot r)\). Setting every \(f_i=1\) recovers the passage time.

## Existence and uniqueness of the steady state

Now let \(Q\) be nonnegative with a convergent series of powers, and let \(\rho\) be a probability vector. The only steady state is

\[ p = \frac{\rho G}{\rho\cdot m}. \]

Any steady state has this form, because the Hill relation fixes \(p\cdot r=1/(\rho\cdot m)\) in the formula for \(p\).

For the converse, all powers of \(Q\) are nonnegative, so \(G\) is too. The first-step equation then gives \(m_i\ge1\), hence \(\rho\cdot m\ge1\), and the division is legitimate. The vector is nonnegative, and its sum is \(\rho G\mathbf 1/(\rho\cdot m)=1\).

It remains to check stationarity. For finite square matrices, \((1-Q)G=1\) implies \(G(1-Q)=1\), so

\[ p(1-Q)=\frac{\rho}{\rho\cdot m}, \qquad p\cdot r=p(1-Q)\mathbf 1=\frac{1}{\rho\cdot m}. \]

Therefore \(pQ+(p\cdot r)\rho=pQ+p(1-Q)=p\). In the code, `hflow` and `hflux` are the two displayed equalities.

```lean
/-- The recycled chain has exactly one steady state: the expected occupation from the source
divided by the mean first-passage time. -/
theorem isSteadyState_iff (Q : Matrix n n ℝ) (ρ p : n → ℝ) (hQ : ∀ i j, 0 ≤ Q i j)
    (hs : Absorbing Q) (hρ : ∀ i, 0 ≤ ρ i) (hρ1 : ∑ i, ρ i = 1) :
    IsSteadyState Q ρ p ↔ p = (ρ ⬝ᵥ mfpt Q)⁻¹ • (ρ ᵥ* occupation Q) := by
  constructor
  · rintro ⟨-, hp1, hp⟩
    rw [← eq_inv_of_mul_eq_one_left (hill_relation Q ρ p hs hp1 hp)]
    exact stationary_eq_flux_smul Q ρ p hs hp
  · intro h
    have hpow : ∀ (k : ℕ) i j, 0 ≤ (Q ^ k) i j := by
      intro k
      induction k with
      | zero =>
        intro i j
        rw [pow_zero, Matrix.one_apply]
        split_ifs <;> norm_num
      | succ k ih =>
        intro i j
        rw [pow_succ, Matrix.mul_apply]
        exact Finset.sum_nonneg fun l _ => mul_nonneg (ih i l) (hQ l j)
    have hG : ∀ i j, 0 ≤ occupation Q i j := fun i j => tsum_nonneg fun k => hpow k i j
    -- every passage takes at least one step
    have hm : ∀ i, 1 ≤ mfpt Q i := by
      intro i
      have h0 : 0 ≤ (Q *ᵥ mfpt Q) i := by
        rw [mfpt_eq_occupation Q hs]
        refine Finset.sum_nonneg fun j _ => mul_nonneg (hQ i j) ?_
        exact Finset.sum_nonneg fun l _ => mul_nonneg (hG j l) zero_le_one
      have h1 := congrFun (mfpt_first_step Q hs) i
      rw [Pi.add_apply, Pi.one_apply] at h1
      linarith
    have hT : 1 ≤ ρ ⬝ᵥ mfpt Q := by
      rw [← hρ1]
      exact Finset.sum_le_sum fun i _ => le_mul_of_one_le_right (hρ i) (hm i)
    have hT0 : 0 < ρ ⬝ᵥ mfpt Q := by linarith
    have hflow : p ᵥ* (1 - Q) = (ρ ⬝ᵥ mfpt Q)⁻¹ • ρ := by
      rw [h, Matrix.smul_vecMul, Matrix.vecMul_vecMul,
        mul_eq_one_comm.mp (one_sub_mul_occupation Q hs), Matrix.vecMul_one]
    have hflux : p ⬝ᵥ exitProb Q = (ρ ⬝ᵥ mfpt Q)⁻¹ := by
      have hr : exitProb Q = (1 - Q) *ᵥ 1 := by
        rw [Matrix.sub_mulVec, Matrix.one_mulVec, exitProb]
      have hρ' : ρ ⬝ᵥ (1 : n → ℝ) = 1 := by simpa [dotProduct] using hρ1
      rw [hr, Matrix.dotProduct_mulVec, hflow, smul_dotProduct, hρ', smul_eq_mul, mul_one]
    refine ⟨?_, ?_, ?_⟩
    · intro j
      rw [h]
      exact mul_nonneg (inv_nonneg.mpr hT0.le)
        (Finset.sum_nonneg fun i _ => mul_nonneg (hρ i) (hG i j))
    · have h1 : p ⬝ᵥ (1 : n → ℝ) = 1 := by
        rw [h, smul_dotProduct, ← Matrix.dotProduct_mulVec, ← mfpt_eq_occupation Q hs,
          smul_eq_mul, inv_mul_cancel₀ hT0.ne']
      simpa [dotProduct] using h1
    · rw [vecMul_recycled, hflux, ← hflow, Matrix.vecMul_sub, Matrix.vecMul_one]
      abel
```

## Two states with numbers

Label two states 0 and 1. From state 0 the chain moves to state 1 or to the sink, each with probability \(1/2\); from state 1 it always enters the sink. Trajectories restart in state 0:

\[ Q=\begin{pmatrix}0&1/2\\0&0\end{pmatrix},\quad r=(1/2,\,1),\quad \rho=(1,0),\quad p=(2/3,\,1/3). \]

Since \(Q^2=0\), the series ends after two terms and \(m=(3/2,\,1)\). The flux is \(p\cdot r=2/3\), the mean passage time from the source is \(3/2\), and their product is one. The code checks convergence and the three steady-state conditions for these numbers.

```lean
/-- A two-state chain with a convergent series of powers, and a steady state for it when
trajectories are recycled to the first state. -/
theorem hill_relation_witness :
    Absorbing !![(0 : ℝ), 1 / 2; 0, 0] ∧
      IsSteadyState !![(0 : ℝ), 1 / 2; 0, 0] ![1, 0] ![2 / 3, 1 / 3] := by
  constructor
  · intro i j
    have h2 : !![(0 : ℝ), 1 / 2; 0, 0] ^ 2 = 0 := by
      rw [pow_two]
      ext a b
      fin_cases a <;> fin_cases b <;> simp [Matrix.mul_apply, Fin.sum_univ_succ]
    refine (summable_nat_add_iff 2).mp ?_
    simp only [pow_add, h2, mul_zero, Matrix.zero_apply]
    exact summable_zero
  · refine ⟨?_, ?_, ?_⟩
    · intro i
      fin_cases i <;> norm_num
    · norm_num [Fin.sum_univ_succ]
    · rw [vecMul_recycled]
      ext j
      fin_cases j <;>
        norm_num [exitProb, Matrix.vecMul, Matrix.mulVec, dotProduct, Fin.sum_univ_succ]

end

end HillRelation
```

```lean
#print axioms HillRelation.recycled_stochastic
#print axioms HillRelation.truncated_passage_time
#print axioms HillRelation.hill_relation
#print axioms HillRelation.isSteadyState_iff
```

```
'HillRelation.recycled_stochastic' depends on axioms: [propext, Classical.choice, Quot.sound]
'HillRelation.truncated_passage_time' depends on axioms: [propext, Classical.choice, Quot.sound]
'HillRelation.hill_relation' depends on axioms: [propext, Classical.choice, Quot.sound]
'HillRelation.isSteadyState_iff' depends on axioms: [propext, Classical.choice, Quot.sound]
```
